# Under constant angular velocity, the orientation quaternion oscillates at half the rotation frequency

Let a quaternion path $q(t)$ satisfy $q' = \tfrac12\, q\, w$, where $w(t)$, the angular velocity in the body frame, is a differentiable path of pure quaternions, that is, quaternions with zero scalar part. Then

$$q'' = \tfrac12\, q\left(w' - \tfrac12 |w|^2\right).$$

If $w$ is constant, this reduces to $q'' = -(|w|/2)^2 q$, and each of the four components of $q$ is a sinusoid of angular frequency $|w|/2$, while the body turns at angular frequency $|w|$.

In simulations of rigid molecules that store orientations as quaternions, the formula for $q''$ supplies the second derivative that appears in a second-order Taylor step in time; here $w(t)$ is a prescribed path, and the torques and moments of inertia that would determine it do not enter.

The quaternions are Mathlib's `ℍ[ℝ]`, with the Euclidean norm $|a|^2 = a_0^2 + a_1^2 + a_2^2 + a_3^2$, where $a_0$ is the scalar part and $a_1, a_2, a_3$ are the coefficients of $i, j, k$.

```lean
import Mathlib

open Quaternion

namespace QuaternionHalfFrequency

noncomputable section
```

## The kinematic equation and the half-angle rotor

A unit quaternion $q$ takes a body-frame vector $v$, written as a pure quaternion, to the space-frame vector $q v q^{-1}$. With this convention, the body-frame angular velocity multiplies $q$ from the right:

$$q'(t) = \tfrac12\, q(t)\, w(t) \quad\text{for all } t.$$

```lean
/-- The kinematic equation `q' = (1/2) q w` for an orientation quaternion `q` and a
body-frame angular velocity `w`. -/
def BodyKinematics (q w : ℝ → ℍ[ℝ]) : Prop :=
  ∀ t, HasDerivAt q ((1 / 2 : ℝ) • (q t * w t)) t
```

`HasDerivAt q a t` says that $q$ is differentiable at $t$ with derivative $a$. The predicate `BodyKinematics` requires this at every real time. It does not require $w$ to be pure, which is a separate hypothesis wherever it is needed, and it does not require $|q| = 1$. None of the results below needs $|q| = 1$, although the converse in `harmonic_iff` asks for $q \neq 0$; the unit quaternions are those that describe orientations in the usual way.

A rotation by the angle $\theta$ about an axis $n$, a pure quaternion with $|n| = 1$, is represented by

$$R_n(\theta) = \cos\tfrac{\theta}{2} + n \sin\tfrac{\theta}{2}.$$

```lean
/-- The half-angle quaternion `cos (θ/2) + sin (θ/2) n` for the axis `n` and angle `θ`. -/
def rotor (n : ℍ[ℝ]) (θ : ℝ) : ℍ[ℝ] :=
  Real.cos (θ / 2) • (1 : ℍ[ℝ]) + Real.sin (θ / 2) • n
```

The definition accepts any quaternion `n`; the theorems below add the conditions `n.re = 0` and `‖n‖ = 1`.

To speak of the components of $q$ one by one, write $[a]_i$ for the component $a_i$ of a quaternion $a$, with $i = 0, 1, 2, 3$. This subscript $i$ is an index, not the quaternion unit.

```lean
/-- The four real components of a quaternion, the scalar part first. -/
def component (i : Fin 4) (a : ℍ[ℝ]) : ℝ :=
  ![a.re, a.imI, a.imJ, a.imK] i
```

## Squaring a pure quaternion

For $w = w_1 i + w_2 j + w_3 k$, the mixed products cancel in pairs because $ij = -ji$, and similarly for the other pairs. The squares $i^2 = j^2 = k^2 = -1$ remain:

$$w^2 = -(w_1^2 + w_2^2 + w_3^2) = -|w|^2.$$

```lean
/-- A pure quaternion squares to minus its squared norm. -/
theorem pure_mul_self {w : ℍ[ℝ]} (hw : w.re = 0) :
    w * w = -(‖w‖ ^ 2 • (1 : ℍ[ℝ])) := by
  have h : ‖w‖ ^ 2 = w.re ^ 2 + w.imI ^ 2 + w.imJ ^ 2 + w.imK ^ 2 := by
    rw [← Quaternion.normSq_def', Quaternion.normSq_eq_norm_mul_self, sq]
  rw [h]
  ext <;> simp [hw] <;> ring
```

The real number $|w|^2$ appears in Lean as the quaternion `‖w‖ ^ 2 • (1 : ℍ[ℝ])`. The proof writes the squared norm as a sum of four squares and then compares the two sides component by component.

## The acceleration formula

Differentiate the kinematic equation with the product rule, keeping the order of the factors, and insert $q' = \tfrac12 q w$:

$$q'' = \tfrac12\,(q' w + q w') = \tfrac12\left(\tfrac12\, q w^2 + q w'\right) = \tfrac12\, q\left(w' - \tfrac12|w|^2\right).$$

The last equality uses $w^2 = -|w|^2$.

```lean
/-- The second derivative of the orientation quaternion is
`q'' = (1/2) q (w' - |w|²/2)` when the angular velocity `w` is pure. -/
theorem quaternion_acceleration {q w : ℝ → ℍ[ℝ]} (hq : BodyKinematics q w)
    {t : ℝ} {w' : ℍ[ℝ]} (hpure : (w t).re = 0) (hw : HasDerivAt w w' t) :
    HasDerivAt (deriv q)
      ((1 / 2 : ℝ) • (q t * (w' - (‖w t‖ ^ 2 / 2) • (1 : ℍ[ℝ])))) t := by
  have hd : deriv q = fun s => (1 / 2 : ℝ) • (q s * w s) :=
    funext fun s => (hq s).deriv
  rw [hd]
  -- product rule, then the square of the pure quaternion `w`
  have h := ((hq t).fun_mul hw).fun_const_smul (1 / 2 : ℝ)
  refine h.congr_deriv ?_
  simp only [smul_mul_assoc, mul_assoc, pure_mul_self hpure, mul_sub, mul_neg,
    mul_smul_comm, mul_one]
  module
```

The conclusion concerns the derivative of `deriv q`, so it is a statement about $q''(t)$. Purity and differentiability of $w$ are needed only at the instant $t$ considered, and `w'` is the value of the derivative there. In the proof, `hd` replaces `deriv q` by $\tfrac12 q w$ at all times, `fun_mul` is the product rule, and `pure_mul_self` removes the square. The tactic `module` then collects the real coefficients.

## Constant angular velocity

With $w' = 0$ the formula becomes

$$q'' = -\tfrac14 |w|^2 q = -\left(\frac{|w|}{2}\right)^2 q,$$

which is the equation of a harmonic oscillator with angular frequency $|w|/2$.

```lean
/-- For constant angular velocity `w` the orientation quaternion obeys the harmonic
oscillator equation `q'' = -(|w|/2)² q`. -/
theorem harmonic_of_constant {q : ℝ → ℍ[ℝ]} {w : ℍ[ℝ]} (hpure : w.re = 0)
    (hq : BodyKinematics q (fun _ => w)) (t : ℝ) :
    HasDerivAt (deriv q) ((-(‖w‖ / 2) ^ 2) • q t) t := by
  refine (quaternion_acceleration hq hpure (hasDerivAt_const t w)).congr_deriv ?_
  simp only [mul_sub, mul_smul_comm, mul_one, mul_zero]
  module
```

A constant angular velocity is passed as the function `fun _ => w`. In `-(‖w‖ / 2) ^ 2` the square is taken before the sign, so the coefficient is never positive. For $w = 0$ it vanishes, and $q$ is at rest.

The physical restriction lies in the constancy of $w$ in the body frame. A freely rotating spherical top satisfies it, as does any free rigid body spinning about a principal axis. A free asymmetric top in general does not.

## When the acceleration is proportional to $q$

Suppose conversely that $q'' = -kq$ at some instant, with $q \neq 0$ and $k$ a real number, not the quaternion unit. Equating this with the acceleration formula and multiplying by 2 gives

$$q\left(w' - \left(\tfrac12|w|^2 - 2k\right)\right) = 0.$$

A product of quaternions vanishes only if one factor does, so $w' = \tfrac12|w|^2 - 2k$, a real number. But $w$ has zero scalar part at all times, so $w'$ has zero scalar part too. A quaternion that is both real and pure is zero, hence $w' = 0$ and $|w|^2 = 4k$. In the other direction, inserting these two values into the acceleration formula returns $q'' = -kq$.

```lean
/-- At an instant where `q ≠ 0`, the relation `q'' = -k q` holds exactly when the angular
velocity is stationary and `|w|² = 4k`. -/
theorem harmonic_iff {q w : ℝ → ℍ[ℝ]} (hq : BodyKinematics q w)
    (hpure : ∀ s, (w s).re = 0) {t k : ℝ} {w' : ℍ[ℝ]} (hw : HasDerivAt w w' t)
    (h0 : q t ≠ 0) :
    HasDerivAt (deriv q) ((-k) • q t) t ↔ w' = 0 ∧ ‖w t‖ ^ 2 = 4 * k := by
  have h := quaternion_acceleration hq (hpure t) hw
  -- the derivative of a pure path is pure
  have hre : w'.re = 0 := by
    let L : ℍ[ℝ] →L[ℝ] ℝ :=
      ⟨⟨⟨fun a => a.re, fun a b => by simp⟩, fun c a => by simp⟩,
        Quaternion.continuous_re⟩
    have h1 : HasDerivAt (fun s => (w s).re) w'.re t :=
      L.hasFDerivAt.comp_hasDerivAt t hw
    have h2 : (fun s => (w s).re) = fun _ => (0 : ℝ) := funext hpure
    rw [h2] at h1
    exact h1.unique (hasDerivAt_const t (0 : ℝ))
  constructor
  · intro hk
    have e := hk.unique h
    have e2 : q t * (w' - (‖w t‖ ^ 2 / 2 - 2 * k) • (1 : ℍ[ℝ])) = 0 := by
      have e3 : q t * (w' - (‖w t‖ ^ 2 / 2 - 2 * k) • (1 : ℍ[ℝ])) =
          (2 : ℝ) • ((1 / 2 : ℝ) • (q t * (w' - (‖w t‖ ^ 2 / 2) • (1 : ℍ[ℝ])))
            - (-k) • q t) := by
        simp only [mul_sub, mul_smul_comm, mul_one]
        module
      rw [e3, ← e, sub_self, smul_zero]
    -- cancel `q t`, then compare scalar parts
    have e4 : w' = (‖w t‖ ^ 2 / 2 - 2 * k) • (1 : ℍ[ℝ]) :=
      sub_eq_zero.mp ((mul_eq_zero.mp e2).resolve_left h0)
    have e5 : ‖w t‖ ^ 2 / 2 - 2 * k = 0 := by
      rw [e4] at hre
      simpa using hre
    exact ⟨by rw [e4, e5, zero_smul], by linarith⟩
  · rintro ⟨h1, h2⟩
    refine h.congr_deriv ?_
    rw [h1, h2]
    simp only [mul_sub, mul_smul_comm, mul_one, mul_zero]
    module
```

This is a statement about one instant: `w' = 0` means that the angular velocity is stationary at $t$. Purity is now assumed at all times, because the argument differentiates the scalar part of $w$. That step is `hre`, where `L` is the scalar part as a continuous linear map, so that it can be exchanged with the derivative. The uniqueness of derivatives turns the two expressions for $q''$ into the equation `e`. Then `e2` is the vanishing product, `e4` cancels `q t`, and `e5` compares scalar parts.

## Solving the uniform rotation

Write the constant angular velocity as $w = \Omega n$, with $n$ a pure unit quaternion and $\Omega$ real. Every constant pure $w$ has this form, with $\Omega = |w|$; if $w = 0$, any axis serves. The square of the axis is

$$n^2 = -|n|^2 = -1,$$

so $n$ behaves like an imaginary unit.

```lean
/-- A pure unit quaternion squares to `-1`. -/
theorem axis_mul_self {n : ℍ[ℝ]} (hn : n.re = 0) (h1 : ‖n‖ = 1) : n * n = -1 := by
  rw [pure_mul_self hn, h1, one_pow, one_smul]
```

The angle in the rotor is $\alpha(t) = \Omega t/2$, and its rate is

$$\alpha' = \Omega/2.$$

```lean
/-- The half angle `Ωt/2` grows at the rate `Ω/2`. -/
theorem hasDerivAt_halfAngle (Ω t : ℝ) :
    HasDerivAt (fun s : ℝ => Ω * s / 2) (Ω / 2) t := by
  simpa using ((hasDerivAt_id t).const_mul Ω).div_const 2
```

Let $q_0$ be any quaternion and set $q = q_0(\cos\alpha + n\sin\alpha)$. Then

$$q' = \tfrac{\Omega}{2}\, q_0(-\sin\alpha + n\cos\alpha),$$

$$\tfrac12\, q\,\Omega n = \tfrac{\Omega}{2}\, q_0(n\cos\alpha + n^2\sin\alpha) = \tfrac{\Omega}{2}\, q_0(n\cos\alpha - \sin\alpha).$$

The two agree, so $q$ solves the kinematic equation.

```lean
/-- For every initial orientation `q₀`, the path `q₀ (cos (Ωt/2) + sin (Ωt/2) n)` solves the
kinematic equation with constant angular velocity `Ω n`. -/
theorem rotor_kinematics {n : ℍ[ℝ]} (hn : n.re = 0) (h1 : ‖n‖ = 1) (Ω : ℝ) (q₀ : ℍ[ℝ]) :
    BodyKinematics (fun t => q₀ * rotor n (Ω * t)) (fun _ => Ω • n) := by
  intro t
  have ha := hasDerivAt_halfAngle Ω t
  have h := ((ha.cos.smul_const (1 : ℍ[ℝ])).fun_add (ha.sin.smul_const n)).const_mul q₀
  refine h.congr_deriv ?_
  simp only [rotor, mul_add, add_mul, smul_mul_assoc, mul_smul_comm, mul_one, mul_assoc,
    axis_mul_self hn h1, mul_neg]
  module
```

The proof differentiates the cosine and sine terms separately, multiplies by `q₀` from the left, and uses `axis_mul_self` for $n^2 = -1$.

These are also the only solutions. For an arbitrary solution $q$, multiply by the inverse rotor $r = \cos\alpha - n\sin\alpha$:

$$(qr)' = \tfrac{\Omega}{2}\, q\,n(\cos\alpha - n\sin\alpha) + \tfrac{\Omega}{2}\, q(-\sin\alpha - n\cos\alpha) = 0.$$

Hence $q(t)r(t) = q(0)r(0) = q(0)$. Since

$$r\,(\cos\alpha + n\sin\alpha) = \cos^2\alpha - n^2\sin^2\alpha = 1,$$

multiplying from the right by the rotor gives $q(t) = q(0)\,R_n(\Omega t)$.

```lean
/-- Every solution with constant angular velocity `Ω n` is
`q(t) = q(0) (cos (Ωt/2) + sin (Ωt/2) n)`. -/
theorem uniform_rotation {q : ℝ → ℍ[ℝ]} {n : ℍ[ℝ]} {Ω : ℝ} (hn : n.re = 0) (h1 : ‖n‖ = 1)
    (hq : BodyKinematics q (fun _ => Ω • n)) (t : ℝ) :
    q t = q 0 * rotor n (Ω * t) := by
  have hn2 := axis_mul_self hn h1
  let r : ℝ → ℍ[ℝ] := fun s =>
    Real.cos (Ω * s / 2) • (1 : ℍ[ℝ]) - Real.sin (Ω * s / 2) • n
  -- `q` times the inverse rotor does not change in time
  have hconst : ∀ s, HasDerivAt (fun s => q s * r s) 0 s := by
    intro s
    have ha := hasDerivAt_halfAngle Ω s
    have hr := (ha.cos.smul_const (1 : ℍ[ℝ])).fun_sub (ha.sin.smul_const n)
    refine ((hq s).fun_mul hr).congr_deriv ?_
    simp only [mul_sub, smul_mul_assoc, mul_smul_comm, mul_one, mul_assoc, hn2, mul_neg]
    module
  have hqr : q t * r t = q 0 * r 0 :=
    is_const_of_deriv_eq_zero (fun s => (hconst s).differentiableAt)
      (fun s => (hconst s).deriv) t 0
  have hr0 : r 0 = 1 := by simp [r]
  have hinv : r t * rotor n (Ω * t) = 1 := by
    calc r t * rotor n (Ω * t)
        = (Real.sin (Ω * t / 2) ^ 2 + Real.cos (Ω * t / 2) ^ 2) • (1 : ℍ[ℝ]) := by
          simp only [r, rotor, sub_mul, mul_add, smul_mul_assoc, mul_smul_comm, one_mul,
            mul_one, hn2]
          module
      _ = 1 := by rw [Real.sin_sq_add_cos_sq, one_smul]
  calc q t = q t * (r t * rotor n (Ω * t)) := by rw [hinv, mul_one]
    _ = q 0 * rotor n (Ω * t) := by rw [← mul_assoc, hqr, hr0, mul_one]
```

The vanishing derivative is `hconst`, the conserved product is `hqr`, and `hinv` is the identity $r R_n = 1$. The final `calc` inserts this identity after `q t` and regroups the factors.

## Each component is a sinusoid

Taking components is linear, so the solution gives

$$[q(t)]_i = a\cos\alpha + b\sin\alpha, \qquad a = [q(0)]_i,\quad b = [q(0)\,n]_i.$$

Write the point $(a, b)$ in polar form, $a = A\cos\varphi$ and $b = A\sin\varphi$. The addition theorem for the cosine then yields

$$[q(t)]_i = A\cos\left(\tfrac{\Omega t}{2} - \varphi\right).$$

```lean
/-- In a uniform rotation at angular frequency `Ω`, each component of the orientation
quaternion has the form `A cos (Ωt/2 - φ)`. -/
theorem component_oscillates {q : ℝ → ℍ[ℝ]} {n : ℍ[ℝ]} {Ω : ℝ} (hn : n.re = 0)
    (h1 : ‖n‖ = 1) (hq : BodyKinematics q (fun _ => Ω • n)) (i : Fin 4) :
    ∃ A φ : ℝ, ∀ t, component i (q t) = A * Real.cos (Ω * t / 2 - φ) := by
  have hlin : ∀ (c s : ℝ) (a b : ℍ[ℝ]),
      component i (c • a + s • b) = c * component i a + s * component i b := by
    intro c s a b
    fin_cases i <;> simp [component]
  -- amplitude and phase are the polar coordinates of the two coefficients
  let z : ℂ := ⟨component i (q 0), component i (q 0 * n)⟩
  have hA : ‖z‖ * Real.cos z.arg = component i (q 0) := Complex.norm_mul_cos_arg z
  have hB : ‖z‖ * Real.sin z.arg = component i (q 0 * n) := Complex.norm_mul_sin_arg z
  refine ⟨‖z‖, z.arg, fun t => ?_⟩
  rw [uniform_rotation hn h1 hq t, rotor, mul_add, mul_smul_comm, mul_smul_comm, mul_one,
    hlin, Real.cos_sub]
  linear_combination (-Real.cos (Ω * t / 2)) * hA - Real.sin (Ω * t / 2) * hB
```

The quantifiers matter here: for each component `i` there are an amplitude and a phase that serve for all times. They may differ between components, but the frequency is common to all four. An amplitude may be zero; for a rotation about the $k$ axis that starts from $q(0) = 1$, the $i$ and $j$ components vanish throughout. For $\Omega = 0$ the components are constant.

In the proof, `hlin` is the linearity of the components. The complex number `z` has real part $a$ and imaginary part $b$, so its modulus and argument supply $A$ and $\varphi$. The rewrite with `Real.cos_sub` is the addition theorem, and the closing `linear_combination` inserts these values.

## The sign after one full turn

For $\Omega \neq 0$ the body completes a turn in the time $2\pi/\Omega$. Over that time $\alpha$ grows by $\pi$ only, and both the cosine and the sine change sign:

$$q\left(t + \frac{2\pi}{\Omega}\right) = q(0)\left(\cos(\alpha + \pi) + n\sin(\alpha + \pi)\right) = -q(t).$$

```lean
/-- For constant angular velocity `Ω n` with `Ω ≠ 0`, shifting the time by `2π/Ω` changes the sign
of the solution `q`. -/
theorem sign_change_after_full_turn {q : ℝ → ℍ[ℝ]} {n : ℍ[ℝ]} {Ω : ℝ} (hn : n.re = 0)
    (h1 : ‖n‖ = 1) (hΩ : Ω ≠ 0) (hq : BodyKinematics q (fun _ => Ω • n)) (t : ℝ) :
    q (t + 2 * Real.pi / Ω) = -q t := by
  have ha : Ω * (t + 2 * Real.pi / Ω) / 2 = Ω * t / 2 + Real.pi := by
    field_simp
  rw [uniform_rotation hn h1 hq (t + 2 * Real.pi / Ω), uniform_rotation hn h1 hq t,
    rotor, rotor, ha, Real.cos_add_pi, Real.sin_add_pi]
  simp only [mul_add, mul_smul_comm, mul_one]
  module

end

end QuaternionHalfFrequency
```

The identity `ha` is the shift of the half angle by $\pi$, and the rest follows from the explicit solution at the two times. For negative $\Omega$ the shift points backwards in time, and the equation still holds.

Since $q$ and $-q$ give the same map $v \mapsto q v q^{-1}$, the body is back in its original orientation while the quaternion has gone through half a period. That map belongs to the physical reading of $q$; the theorems themselves concern only the solutions of the kinematic equation. In a program that compares stored orientations, $q$ and $-q$ must therefore count as equal.

```lean
#print axioms QuaternionHalfFrequency.harmonic_of_constant
#print axioms QuaternionHalfFrequency.rotor_kinematics
#print axioms QuaternionHalfFrequency.component_oscillates
#print axioms QuaternionHalfFrequency.sign_change_after_full_turn
```

```
'QuaternionHalfFrequency.harmonic_of_constant' depends on axioms: [propext, Classical.choice, Quot.sound]
'QuaternionHalfFrequency.rotor_kinematics' depends on axioms: [propext, Classical.choice, Quot.sound]
'QuaternionHalfFrequency.component_oscillates' depends on axioms: [propext, Classical.choice, Quot.sound]
'QuaternionHalfFrequency.sign_change_after_full_turn' depends on axioms: [propext, Classical.choice, Quot.sound]
```
